# A fixed positive off-diagonal error sends the lower level of a two-centre model to minus infinity as the overlap tends to 1

Take two normalised real functions, one on each centre, with overlap $s$. Suppose that the exact Hamiltonian has the single level $e$ in their span, and that a local decoupling scheme adds an error $d$ to the off-diagonal matrix element. For $-1<s<1$ the generalized eigenvalues are then exactly

$$e+\frac{d}{1+s}\qquad\text{and}\qquad e-\frac{d}{1-s}.$$

If $d>0$ is held fixed, the second is the lowest level, and it tends to $-\infty$ as $s\to1$ from below. At $s=0.99$ it already lies $100\,d$ below $e$.

For local decoupling in scalar-relativistic and two-component calculations, this one-electron model with two functions and a one-parameter error shows how near linear dependence can turn a small matrix error into a large energy error.

```lean
import Mathlib

open Matrix Filter Topology

namespace LocalDecouplingTwoCentre

noncomputable section
```

## The two-centre secular problem

In a non-orthogonal basis with Hamiltonian matrix $H$ and overlap matrix $S$, a level is a number $E$ for which

$$Hv=E\,Sv$$

has a non-zero solution $v$. The definition says this for real matrices and real coefficient vectors over any finite index type `n`; `*ᵥ` is the matrix-vector product and `•` multiplication by a scalar. Real coefficients lose nothing in the two-centre model, where both matrices are real and symmetric and $S$ is positive definite.

```lean
/-- `E` is a generalized eigenvalue of the pair `(H, S)`: the secular equation
`H v = E S v` has a non-zero real solution. -/
def IsGenEigenvalue {n : Type*} [Fintype n] (H S : Matrix n n ℝ) (E : ℝ) : Prop :=
  ∃ v : n → ℝ, v ≠ 0 ∧ H *ᵥ v = E • (S *ᵥ v)
```

The basis functions are labelled 0 and 1, as in `Fin 2`. Since both are normalised, the overlap matrix is

$$S=\begin{pmatrix}1&s\\s&1\end{pmatrix}.$$

```lean
/-- Overlap matrix of two normalized functions with mutual overlap `s`. -/
def overlap (s : ℝ) : Matrix (Fin 2) (Fin 2) ℝ := !![1, s; s, 1]
```

The error matrix is

$$D=\begin{pmatrix}0&d\\d&0\end{pmatrix}.$$

The constant $d$ stands for the error added to the two-centre element when each centre is decoupled using its own block alone; the one-centre elements are taken to be exact. Its value is postulated, not derived from a Dirac Hamiltonian, and it does not depend on $s$.

```lean
/-- Off-diagonal error of strength `d` made by the local decoupling. -/
def decouplingError (d : ℝ) : Matrix (Fin 2) (Fin 2) ℝ := !![0, d; d, 0]
```

The exact matrix is $eS$, which means that the exact Hamiltonian, projected onto the span of the two functions, is $e$ times the identity there. Every departure of a level from $e$ is therefore due to $D$. The approximate matrix is $H=eS+D$.

```lean
/-- Locally decoupled Hamiltonian: the exact one, `e S`, plus the off-diagonal error. -/
def localH (e d s : ℝ) : Matrix (Fin 2) (Fin 2) ℝ := e • overlap s + decouplingError d
```

Written out for $v=(v_0,v_1)$, the overlap acts as

$$Sv=(v_0+sv_1,\;sv_0+v_1).$$

```lean
/-- Action of the overlap matrix on a coefficient vector. -/
theorem overlap_mulVec (s : ℝ) (v : Fin 2 → ℝ) :
    overlap s *ᵥ v = ![v 0 + s * v 1, s * v 0 + v 1] := by
  ext i
  fin_cases i <;> simp [overlap, Matrix.mulVec, dotProduct, Fin.sum_univ_two]
```

The approximate Hamiltonian gives $e$ times this vector, plus $Dv=(dv_1,dv_0)$. Both lemmas are checked component by component.

```lean
/-- Action of the locally decoupled Hamiltonian on a coefficient vector. -/
theorem localH_mulVec (e d s : ℝ) (v : Fin 2 → ℝ) :
    localH e d s *ᵥ v =
      ![e * (v 0 + s * v 1) + d * v 1, e * (s * v 0 + v 1) + d * v 0] := by
  ext i
  fin_cases i <;>
    simp [localH, overlap, decouplingError, Matrix.mulVec, dotProduct, Fin.sum_univ_two] <;>
    ring
```

## Both levels from the symmetric and antisymmetric combinations

The secular equation now reads

$$e(v_0+sv_1)+dv_1=E(v_0+sv_1),$$
$$e(sv_0+v_1)+dv_0=E(sv_0+v_1).$$

Adding the two lines leaves only the sum $v_0+v_1$:

$$(v_0+v_1)\,(E-e)(1+s)=(v_0+v_1)\,d.$$

If $v_0+v_1\neq0$, it can be cancelled, and $E=e+d/(1+s)$. If $v_0+v_1=0$, then $v_1=-v_0$, and $v_0\neq0$ because $v$ is not zero. The first line becomes

$$v_0\,(E-e)(1-s)=-v_0\,d,$$

so $E=e-d/(1-s)$.

Conversely, both values occur. The vectors $(1,1)$ and $(1,-1)$ solve the secular equation for the first and the second value respectively. The code uses them unnormalised; normalised in the overlap metric they are

$$\frac{(1,1)}{\sqrt{2(1+s)}},\qquad\frac{(1,-1)}{\sqrt{2(1-s)}}.$$

The theorem `local_spectrum` is an equivalence: a real $E$ is a level if and only if it equals one of the two expressions. For $d=0$ they coincide.

```lean
/-- The generalized eigenvalues of the locally decoupled Hamiltonian are exactly
`e + d/(1+s)` and `e - d/(1-s)`, for overlap `-1 < s < 1`. -/
theorem local_spectrum {e d s : ℝ} (hs : -1 < s) (hs' : s < 1) (E : ℝ) :
    IsGenEigenvalue (localH e d s) (overlap s) E ↔
      E = e + d / (1 + s) ∨ E = e - d / (1 - s) := by
  have hp : 1 + s ≠ 0 := by linarith
  have hm : 1 - s ≠ 0 := by linarith
  constructor
  · rintro ⟨v, hv, h⟩
    rw [localH_mulVec, overlap_mulVec] at h
    have h0 : e * (v 0 + s * v 1) + d * v 1 = E * (v 0 + s * v 1) := congrFun h 0
    have h1 : e * (s * v 0 + v 1) + d * v 0 = E * (s * v 0 + v 1) := congrFun h 1
    by_cases hu : v 0 + v 1 = 0
    · -- antisymmetric combination
      right
      have hw : v 0 ≠ 0 := by
        intro hz
        apply hv
        ext i
        fin_cases i
        · exact hz
        · show v 1 = 0
          linarith
      have key : (E - e) * (1 - s) = -d :=
        mul_left_cancel₀ hw (by linear_combination -h0 + ((e - E) * s + d) * hu)
      have hq : d / (1 - s) = e - E := by
        rw [div_eq_iff hm]
        linarith
      linarith
    · -- the sum of the two equations contains only the symmetric combination
      left
      have key : (E - e) * (1 + s) = d :=
        mul_left_cancel₀ hu (by linear_combination -h0 - h1)
      have hq : d / (1 + s) = E - e := by
        rw [div_eq_iff hp]
        linarith
      linarith
  · rintro (rfl | rfl)
    · have h : d / (1 + s) * (1 + s) = d := div_mul_cancel₀ d hp
      refine ⟨![1, 1], fun hz => one_ne_zero (congrFun hz 0 : (1 : ℝ) = 0), ?_⟩
      rw [localH_mulVec, overlap_mulVec]
      ext i
      fin_cases i
      · show e * (1 + s * 1) + d * 1 = (e + d / (1 + s)) * (1 + s * 1)
        linear_combination -h
      · show e * (s * 1 + 1) + d * 1 = (e + d / (1 + s)) * (s * 1 + 1)
        linear_combination -h
    · have h : d / (1 - s) * (1 - s) = d := div_mul_cancel₀ d hm
      refine ⟨![1, -1], fun hz => one_ne_zero (congrFun hz 0 : (1 : ℝ) = 0), ?_⟩
      rw [localH_mulVec, overlap_mulVec]
      ext i
      fin_cases i
      · show e * (1 + s * (-1)) + d * (-1) = (e - d / (1 - s)) * (1 + s * (-1))
        linear_combination h
      · show e * (s * 1 + (-1)) + d * 1 = (e - d / (1 - s)) * (s * 1 + (-1))
        linear_combination -h
```

The first direction turns on `linear_combination`, used together with `mul_left_cancel₀`. The latter allows a non-zero common factor to be removed, and so asks for the equation with that factor still in place. `linear_combination` proves that equation from the hypotheses and coefficients it is given: it forms the stated combination and checks, as an identity of polynomials, that it matches the goal.

In the symmetric case the combination is `-h0 - h1`, the sum of the two secular equations with its sign reversed. In the antisymmetric case it is `-h0 + ((e - E) * s + d) * hu`, where `hu` says $v_0+v_1=0$. The coefficient of `hu` is what multiplies $v_1$ in the first secular equation after everything has been moved to the left, so adding this term has the effect of substituting $v_1=-v_0$. The physical step is thus recorded in the coefficients, and the algebra is left to the checker.

Without the error, both expressions reduce to $e$. This gives the exact spectrum as the case $d=0$.

```lean
/-- For `-1 < s < 1`, the exact Hamiltonian `e S` has the single generalized eigenvalue `e`. -/
theorem exact_spectrum {e s : ℝ} (hs : -1 < s) (hs' : s < 1) (E : ℝ) :
    IsGenEigenvalue (e • overlap s) (overlap s) E ↔ E = e := by
  have h0 : localH e 0 s = e • overlap s := by
    ext i j
    fin_cases i <;> fin_cases j <;> simp [localH, decouplingError]
  rw [← h0, local_spectrum hs hs']
  simp
```

## The lowest level falls without bound

Let $d>0$. For $-1<s<1$ both $d/(1+s)$ and $d/(1-s)$ are positive, so one level lies above $e$ and the other below it. The lower one is $e-d/(1-s)$. `IsLeast` expresses this in two parts: the value is a level, and no level lies beneath it.

For the limit, let $B$ be any energy, and choose $K>0$ with $e-B\le K$. If $1-d/K<s<1$, then $1-s<d/K$, hence $d/(1-s)>K$, and

$$e-\frac{d}{1-s}<e-K\le B.$$

The level therefore passes below every bound. In Lean, `𝓝[<] 1` means that $s$ approaches 1 from below, and `atBot` stands for minus infinity. The proof takes $K=|e-B|+1$, and `filter_upwards` restricts attention to the interval just found.

```lean
/-- For a fixed error `d > 0` and `-1 < s < 1` the lowest generalized eigenvalue is `e - d/(1-s)`,
and it tends to minus infinity as the overlap `s` tends to 1 from below. -/
theorem lowest_level_diverges (e : ℝ) {d : ℝ} (hd : 0 < d) :
    (∀ s : ℝ, -1 < s → s < 1 →
      IsLeast {E | IsGenEigenvalue (localH e d s) (overlap s) E} (e - d / (1 - s))) ∧
    Tendsto (fun s : ℝ => e - d / (1 - s)) (𝓝[<] 1) atBot := by
  constructor
  · intro s hs hs'
    refine ⟨(local_spectrum hs hs' _).mpr (Or.inr rfl), ?_⟩
    intro E hE
    have hp : 0 < d / (1 + s) := div_pos hd (by linarith)
    have hm : 0 < d / (1 - s) := div_pos hd (by linarith)
    rcases (local_spectrum hs hs' E).mp hE with h | h <;> linarith
  · rw [tendsto_atBot]
    intro B
    -- the level is below `B` as soon as `1 - s < d / K`
    obtain ⟨K, hK, hKB⟩ : ∃ K : ℝ, 0 < K ∧ e - B ≤ K :=
      ⟨|e - B| + 1, by positivity, by linarith [le_abs_self (e - B)]⟩
    have hlt : 1 - d / K < 1 := by linarith [div_pos hd hK]
    filter_upwards [Ioo_mem_nhdsLT hlt] with s hs
    have h1 : 1 - s < d / K := by linarith [hs.1]
    rw [lt_div_iff₀ hK] at h1
    have h2 : K < d / (1 - s) :=
      (lt_div_iff₀ (by linarith [hs.2])).mpr (by linarith)
    linarith
```

## How small the error must be

Let $0\le s<1$ and $d\ge0$. Since $1-s\le1+s$,

$$\frac{d}{1+s}\le\frac{d}{1-s},$$

so the lower level has the larger deviation from $e$. All levels lie within $\eta$ of $e$ exactly when $d/(1-s)\le\eta$, that is, when

$$d\le\eta\,(1-s).$$

The tolerance on the matrix element shrinks in proportion to $1-s$. In the proof, one direction applies the assumed accuracy to the lower level, and the other checks both levels against the bound.

```lean
/-- For `d ≥ 0` and `0 ≤ s < 1`, all levels stay within `η` of the exact energy `e` if and only if
the decoupling error satisfies `d ≤ η (1 - s)`. -/
theorem error_tolerance {e d s η : ℝ} (hd : 0 ≤ d) (hs : 0 ≤ s) (hs' : s < 1) :
    (∀ E, IsGenEigenvalue (localH e d s) (overlap s) E → |E - e| ≤ η) ↔
      d ≤ η * (1 - s) := by
  have hm : 0 < 1 - s := by linarith
  have hspec := local_spectrum (e := e) (d := d) (by linarith : -1 < s) hs'
  rw [← div_le_iff₀ hm]
  constructor
  · intro h
    have h1 := (abs_le.mp (h _ ((hspec _).mpr (Or.inr rfl)))).1
    linarith
  · intro h E hE
    have hp0 : 0 ≤ d / (1 + s) := div_nonneg hd (by linarith)
    have hm0 : 0 ≤ d / (1 - s) := div_nonneg hd hm.le
    have hpm : d / (1 + s) ≤ d / (1 - s) :=
      div_le_div_of_nonneg_left hd hm (by linarith)
    rw [abs_le]
    rcases (hspec E).mp hE with h1 | h1 <;> constructor <;> linarith
```

## A bound for any finite basis

The same amplification is controlled in a real basis of any finite size. Suppose that for some $\sigma>0$ and $\delta$ every real vector $v$ satisfies

$$\sigma\,v\cdot v\le v\cdot Sv,\qquad |v\cdot Dv|\le\delta\,v\cdot v.$$

For the overlap matrix of a non-empty, linearly independent basis, the best $\sigma$ is its smallest eigenvalue. The number $\delta$ measures the error in the given basis.

Let $(eS+D)v=E\,Sv$ with $v\ne0$. Contracting with $v$ gives

$$v\cdot Dv=(E-e)\,v\cdot Sv.$$

Since $v\cdot Sv>0$, taking absolute values yields

$$|E-e|\,\sigma\,v\cdot v\le|E-e|\,v\cdot Sv=|v\cdot Dv|\le\delta\,v\cdot v.$$

Division by $\sigma\,v\cdot v>0$ leaves $|E-e|\le\delta/\sigma$. The `calc` block follows this chain, and `hq` is the contracted equation. The exact matrix is still $eS$, so the theorem treats a single exact level and not a general spectrum.

```lean
/-- If, for all real `v`, the form of `S` is at least `σ (v ⬝ᵥ v)` with `σ > 0`, and the form of `D`
is at most `δ (v ⬝ᵥ v)` in absolute value, then every generalized eigenvalue of `(e S + D, S)` lies
within `δ/σ` of `e`. -/
theorem level_shift_le {n : Type*} [Fintype n] {S D : Matrix n n ℝ} {e E σ δ : ℝ}
    (hσ : 0 < σ) (hS : ∀ v : n → ℝ, σ * (v ⬝ᵥ v) ≤ v ⬝ᵥ (S *ᵥ v))
    (hD : ∀ v : n → ℝ, |v ⬝ᵥ (D *ᵥ v)| ≤ δ * (v ⬝ᵥ v))
    (h : IsGenEigenvalue (e • S + D) S E) : |E - e| ≤ δ / σ := by
  obtain ⟨v, hv, hE⟩ := h
  -- contract the secular equation with its own eigenvector
  have hq : v ⬝ᵥ (D *ᵥ v) = (E - e) * (v ⬝ᵥ (S *ᵥ v)) := by
    have h1 := congrArg (fun w => v ⬝ᵥ w) hE
    simp only [Matrix.add_mulVec, Matrix.smul_mulVec, dotProduct_add, dotProduct_smul,
      smul_eq_mul] at h1
    linear_combination h1
  have hpos : 0 < v ⬝ᵥ v :=
    lt_of_le_of_ne (Finset.sum_nonneg fun i _ => mul_self_nonneg (v i))
      (fun h0 => hv (dotProduct_self_eq_zero.mp h0.symm))
  have hSpos : 0 < v ⬝ᵥ (S *ᵥ v) := lt_of_lt_of_le (mul_pos hσ hpos) (hS v)
  rw [le_div_iff₀ hσ]
  refine le_of_mul_le_mul_right ?_ hpos
  calc |E - e| * σ * (v ⬝ᵥ v) = |E - e| * (σ * (v ⬝ᵥ v)) := by ring
    _ ≤ |E - e| * (v ⬝ᵥ (S *ᵥ v)) := mul_le_mul_of_nonneg_left (hS v) (abs_nonneg _)
    _ = |v ⬝ᵥ (D *ᵥ v)| := by rw [hq, abs_mul, abs_of_pos hSpos]
    _ ≤ δ * (v ⬝ᵥ v) := hD v
```

The two-centre model shows that the factor $1/\sigma$ is reached. For $0\le s<1$ and $d\ge0$, take $\sigma=1-s$ and $\delta=d$. The overlap condition holds because

$$v\cdot Sv-(1-s)\,v\cdot v=s\,(v_0+v_1)^2\ge0.$$

The error condition holds because $v\cdot Dv=2d\,v_0v_1$ and

$$d\,v\cdot v\mp2d\,v_0v_1=d\,(v_0\mp v_1)^2\ge0.$$

The lower level deviates from $e$ by exactly $d/(1-s)=\delta/\sigma$. The squares passed to `nlinarith` are the ones that settle these inequalities.

```lean
/-- For `d ≥ 0` and `0 ≤ s < 1`, the two-centre model satisfies the hypotheses of `level_shift_le`
with `σ = 1 - s` and `δ = d`, and its level `e - d/(1-s)` attains the bound. -/
theorem level_shift_le_witness (e : ℝ) {d s : ℝ} (hd : 0 ≤ d) (hs : 0 ≤ s) (hs' : s < 1) :
    (∀ v : Fin 2 → ℝ, (1 - s) * (v ⬝ᵥ v) ≤ v ⬝ᵥ (overlap s *ᵥ v)) ∧
    (∀ v : Fin 2 → ℝ, |v ⬝ᵥ (decouplingError d *ᵥ v)| ≤ d * (v ⬝ᵥ v)) ∧
    IsGenEigenvalue (e • overlap s + decouplingError d) (overlap s) (e - d / (1 - s)) ∧
    |(e - d / (1 - s)) - e| = d / (1 - s) := by
  have hvv : ∀ v : Fin 2 → ℝ, v ⬝ᵥ v = v 0 * v 0 + v 1 * v 1 := fun v => by
    simp [dotProduct, Fin.sum_univ_two]
  refine ⟨fun v => ?_, fun v => ?_,
    (local_spectrum (by linarith) hs' _).mpr (Or.inr rfl), ?_⟩
  · have h : v ⬝ᵥ (overlap s *ᵥ v) =
        v 0 * (v 0 + s * v 1) + v 1 * (s * v 0 + v 1) := by
      rw [overlap_mulVec]
      simp [dotProduct, Fin.sum_univ_two]
    rw [h, hvv]
    nlinarith [mul_nonneg hs (sq_nonneg (v 0 + v 1))]
  · have h : v ⬝ᵥ (decouplingError d *ᵥ v) = v 0 * (d * v 1) + v 1 * (d * v 0) := by
      simp [decouplingError, Matrix.mulVec, dotProduct, Fin.sum_univ_two]
    rw [h, hvv, abs_le]
    constructor <;> nlinarith [mul_nonneg hd (sq_nonneg (v 0 + v 1)),
      mul_nonneg hd (sq_nonneg (v 0 - v 1))]
  · have hq : 0 ≤ d / (1 - s) := div_nonneg hd (by linarith)
    rw [show (e - d / (1 - s)) - e = -(d / (1 - s)) by ring, abs_neg, abs_of_nonneg hq]

end

end LocalDecouplingTwoCentre
```

```lean
#print axioms LocalDecouplingTwoCentre.exact_spectrum
-- 'LocalDecouplingTwoCentre.exact_spectrum' depends on axioms: [propext, Classical.choice, Quot.sound]
#print axioms LocalDecouplingTwoCentre.lowest_level_diverges
-- 'LocalDecouplingTwoCentre.lowest_level_diverges' depends on axioms: [propext, Classical.choice, Quot.sound]
#print axioms LocalDecouplingTwoCentre.error_tolerance
-- 'LocalDecouplingTwoCentre.error_tolerance' depends on axioms: [propext, Classical.choice, Quot.sound]
#print axioms LocalDecouplingTwoCentre.level_shift_le
-- 'LocalDecouplingTwoCentre.level_shift_le' depends on axioms: [propext, Classical.choice, Quot.sound]
```

## If the error came from a bounded operator

The divergence was derived with the matrix element $d$ held fixed while the functions become nearly dependent. A different model would start from a real self-adjoint error operator $\Delta$ of norm at most $\varepsilon$ and set $D_{ij}=\langle\chi_i|\Delta|\chi_j\rangle$, where $\chi_0$ and $\chi_1$ are the basis functions. The error would then be bounded in the overlap metric,

$$|v\cdot Dv|\le\varepsilon\,v\cdot Sv,$$

and the contracted secular equation would give $|E-e|\le\varepsilon$ for every overlap $-1<s<1$. This estimate is an informal companion to the theorems above. In that model the amplification disappears, because the matrix elements of $\Delta$ change consistently as the two functions approach each other. The matrix $D$ used here has zero diagonal and a fixed off-diagonal element, and so describes an error without that consistency.
